# The worldline instanton factor 2/(1 + √(1 + c)) for sech² pulses, c > −1

To estimate the exponent of electron–positron pair creation in a smooth electric pulse, one takes the constant-field exponent $\pi m^2/F$ and multiplies it by a correction factor. Here $m$ is the particle mass and $F$ the peak force on the charge (charge times field), with $\hbar$ and the speed of light set to one. For a sech² pulse the factor is $2/(1+\sqrt{1+c})$. The number $c$, which is not the speed of light, is $-(mk/F)^2$ for a spatial pulse of inverse width $k$ and $+(m\omega/F)^2$ for a temporal pulse of inverse duration $\omega$.

```lean
import Mathlib

open Real Set

namespace WorldlineInstanton

noncomputable section
```

## The factor and the action as integrals

The factor is defined by its integral, so the closed form remains to be derived:
$$\frac{2}{\pi}\int_{-1}^{1}\frac{\sqrt{1-y^2}}{1+cy^2}\,dy .$$

```lean
/-- The worldline instanton factor: `2/π` times the integral of `√(1 - y²) / (1 + c y²)`
over `[-1, 1]`, for `c > -1`. -/
def instantonFactor (c : ℝ) : ℝ :=
  2 / π * ∫ y in (-1 : ℝ)..1, √(1 - y ^ 2) / (1 + c * y ^ 2)
```

The worldline instanton is a closed classical path of the charge in imaginary time. Its action is $S=2\int_{-L}^{L}\sqrt{m^2-V^2}\,dx$, where $V$ includes the charge and $\pm L$ are the turning points. In a constant field, $V=Fx$ gives $S=\pi m^2/F$.

```lean
/-- The instanton action for mass `m` and potential `V`: twice the integral of `√(m² - V²)`
between the points `-L` and `L`. -/
def instantonAction (m : ℝ) (V : ℝ → ℝ) (L : ℝ) : ℝ :=
  2 * ∫ x in (-L)..L, √(m ^ 2 - V x ^ 2)
```

The force $F/\cosh^2(kx)$ has the potential $V=(F/k)\tanh(kx)$, up to a sign convention.

```lean
/-- The potential `(F/k) tanh(k x)` of a spatial pulse with peak force `F` and inverse width
`k ≠ 0`. -/
def spatialPotential (F k x : ℝ) : ℝ := F / k * Real.tanh (k * x)
```

Under the force $F/\cosh^2(\omega t)$, a charge at rest at $t=0$ has momentum $p=(F/\omega)\tanh(\omega t)$ and squared energy $m^2+p^2$. Setting $t=i\tau$ turns $p$ into $iV$ with the real function $V=(F/\omega)\tan(\omega\tau)$. This changes $m^2+p^2$ into $m^2-V^2$, so $V$ enters the same action, with $\tau$ in place of $x$.

```lean
/-- The potential `(F/ω) tan(ω τ)` of a temporal pulse in imaginary time `τ`, with peak force `F`
and inverse duration `ω ≠ 0`, where `cos(ω τ) ≠ 0`. -/
def temporalPotential (F ω τ : ℝ) : ℝ := F / ω * Real.tan (ω * τ)
```

## Evaluating the integral

Let $D=1+cy^2$ with $y^2\le1$. If $c\ge0$, then $D\ge1$; if $-1<c<0$, then $D\ge1+c>0$. The proof makes the same case split.

```lean
/-- For `c > -1` the denominator `1 + c y²` is positive whenever `y² ≤ 1`. -/
theorem denom_pos {c y : ℝ} (hc : -1 < c) (hy : y ^ 2 ≤ 1) : 0 < 1 + c * y ^ 2 := by
  rcases le_total 0 c with h | h
  · positivity
  · nlinarith [mul_nonneg (neg_nonneg.2 h) (sub_nonneg.2 hy)]
```

Put $s=\sqrt{1+c}$ and $\theta=\arcsin(sy/\sqrt D)$. Then
$$\cos^2\theta=1-\frac{s^2y^2}{D}=\frac{1-y^2}{D},\qquad \frac{d}{dy}\frac{sy}{\sqrt D}=\frac{s(D-cy^2)}{D^{3/2}}=\frac{s}{D^{3/2}}.$$
Dividing the second expression by $\cos\theta$ gives $\theta'=s/(D\sqrt{1-y^2})$. In the code, `hu` is the squared cosine and `hnum` simplifies the quotient rule.

```lean
/-- For `c > -1` and `y² < 1`, the angle `arcsin(√(1+c) y / √(1 + c y²))` has derivative
`√(1+c) / ((1 + c y²) √(1 - y²))`. -/
theorem hasDerivAt_angle {c y : ℝ} (hc : -1 < c) (hy : y ^ 2 < 1) :
    HasDerivAt (fun z : ℝ => Real.arcsin (√(1 + c) * z / √(1 + c * z ^ 2)))
      (√(1 + c) / ((1 + c * y ^ 2) * √(1 - y ^ 2))) y := by
  have hD : 0 < 1 + c * y ^ 2 := denom_pos hc hy.le
  have hR : 0 < 1 - y ^ 2 := by linarith
  have hr : 0 < √(1 - y ^ 2) := Real.sqrt_pos.2 hR
  have hq : 0 < √(1 + c * y ^ 2) := Real.sqrt_pos.2 hD
  have hq2 : √(1 + c * y ^ 2) ^ 2 = 1 + c * y ^ 2 := Real.sq_sqrt hD.le
  have hs2 : √(1 + c) ^ 2 = 1 + c := Real.sq_sqrt (by linarith)
  -- the squared cosine of the angle
  have hu : 1 - (√(1 + c) * y / √(1 + c * y ^ 2)) ^ 2 = (1 - y ^ 2) / (1 + c * y ^ 2) := by
    rw [div_pow, mul_pow, hs2, hq2, eq_div_iff hD.ne', sub_mul, div_mul_cancel₀ _ hD.ne']
    ring
  have hup : 0 < 1 - (√(1 + c) * y / √(1 + c * y ^ 2)) ^ 2 := by
    rw [hu]
    exact div_pos hR hD
  have h1 : HasDerivAt (fun z : ℝ => 1 + c * z ^ 2) (2 * c * y) y :=
    ((((hasDerivAt_id' y).fun_pow 2).const_mul c).const_add 1).congr_deriv (by norm_num; ring)
  have h3 : HasDerivAt (fun z : ℝ => √(1 + c) * z / √(1 + c * z ^ 2))
      ((√(1 + c) * 1 * √(1 + c * y ^ 2)
        - √(1 + c) * y * (2 * c * y / (2 * √(1 + c * y ^ 2)))) / √(1 + c * y ^ 2) ^ 2) y :=
    ((hasDerivAt_id' y).const_mul (√(1 + c))).fun_div (h1.sqrt hD.ne') hq.ne'
  have hnum : √(1 + c) * 1 * √(1 + c * y ^ 2)
      - √(1 + c) * y * (2 * c * y / (2 * √(1 + c * y ^ 2))) = √(1 + c) / √(1 + c * y ^ 2) := by
    rw [eq_div_iff hq.ne']
    have h : 2 * c * y / (2 * √(1 + c * y ^ 2)) * √(1 + c * y ^ 2) = c * y := by
      field_simp
    linear_combination √(1 + c) * hq2 - √(1 + c) * y * h
  rw [hnum, hq2] at h3
  have h4 := (Real.hasDerivAt_arcsin (fun h => by rw [h] at hup; norm_num at hup)
    (fun h => by rw [h] at hup; norm_num at hup)).comp y h3
  refine h4.congr_deriv ?_
  rw [hu, Real.sqrt_div hR.le]
  generalize √(1 + c * y ^ 2) = q at hq ⊢
  generalize √(1 - y ^ 2) = r at hr ⊢
  generalize 1 + c * y ^ 2 = D at hD ⊢
  field_simp
```

For $c\ne0$, the identity $1-y^2=(s^2-D)/c$ gives
$$\frac{\sqrt{1-y^2}}{D}=\frac1c\left(s\,\theta'-\frac1{\sqrt{1-y^2}}\right).$$
An antiderivative is therefore $(s\theta-\arcsin y)/c$. Both angles run from $-\pi/2$ to $\pi/2$, so the integral is
$$\frac{\pi(s-1)}{c}=\frac{\pi(s-1)}{s^2-1}=\frac{\pi}{1+s}.$$
At $c=0$ it is the half-disc area $\pi/2$. Since $\theta'$ diverges at the endpoints, `key` uses a form of the fundamental theorem that needs continuity on the closed interval (`hF`) and the derivative only inside (`hder`).

```lean
/-- For `c > -1` the integral of `√(1 - y²) / (1 + c y²)` over `[-1, 1]` is
`π / (1 + √(1 + c))`. -/
theorem integral_eq {c : ℝ} (hc : -1 < c) :
    ∫ y in (-1 : ℝ)..1, √(1 - y ^ 2) / (1 + c * y ^ 2) = π / (1 + √(1 + c)) := by
  rcases eq_or_ne c 0 with rfl | h0
  · -- constant field: area of the half disc
    simp only [zero_mul, add_zero, div_one, Real.sqrt_one]
    rw [integral_sqrt_one_sub_sq]
    norm_num
  have hs : 0 < √(1 + c) := Real.sqrt_pos.2 (by linarith)
  have hs2 : √(1 + c) ^ 2 = 1 + c := Real.sq_sqrt (by linarith)
  have hD : ∀ z ∈ Icc (-1 : ℝ) 1, 0 < 1 + c * z ^ 2 := fun z hz =>
    denom_pos hc (by nlinarith [hz.1, hz.2])
  have hcont : ContinuousOn (fun z : ℝ => √(1 - z ^ 2) / (1 + c * z ^ 2)) (Icc (-1) 1) :=
    ContinuousOn.div (by fun_prop) (by fun_prop) (fun z hz => (hD z hz).ne')
  have hang : ContinuousOn (fun z : ℝ => √(1 + c) * z / √(1 + c * z ^ 2)) (Icc (-1) 1) :=
    ContinuousOn.div (by fun_prop) (by fun_prop) (fun z hz => (Real.sqrt_pos.2 (hD z hz)).ne')
  have hF : ContinuousOn (fun z : ℝ => (√(1 + c) * Real.arcsin (√(1 + c) * z / √(1 + c * z ^ 2))
      - Real.arcsin z) / c) (Icc (-1) 1) :=
    ((continuousOn_const.mul (Real.continuous_arcsin.comp_continuousOn hang)).sub
      Real.continuous_arcsin.continuousOn).div_const c
  have hder : ∀ y ∈ Ioo (-1 : ℝ) 1, HasDerivAt
      (fun z : ℝ => (√(1 + c) * Real.arcsin (√(1 + c) * z / √(1 + c * z ^ 2))
        - Real.arcsin z) / c) (√(1 - y ^ 2) / (1 + c * y ^ 2)) y := by
    intro y hy
    have hy2 : y ^ 2 < 1 := by nlinarith [hy.1, hy.2]
    have hDy := denom_pos hc hy2.le
    have hr : 0 < √(1 - y ^ 2) := Real.sqrt_pos.2 (by linarith)
    have hr2 : √(1 - y ^ 2) ^ 2 = 1 - y ^ 2 := Real.sq_sqrt (by linarith)
    refine ((((hasDerivAt_angle hc hy2).const_mul (√(1 + c))).fun_sub
      (Real.hasDerivAt_arcsin hy.1.ne' hy.2.ne)).div_const c).congr_deriv ?_
    rw [div_eq_iff h0]
    field_simp
    linear_combination hs2 - c * hr2
  have key := intervalIntegral.integral_eq_sub_of_hasDerivAt_of_le (by norm_num) hF hder
    (hcont.intervalIntegrable_of_Icc (by norm_num))
  -- the angle runs from -π/2 to π/2
  have e1 : √(1 + c) * 1 / √(1 + c * 1 ^ 2) = 1 := by
    rw [one_pow, mul_one, mul_one, div_self hs.ne']
  have e2 : √(1 + c) * (-1) / √(1 + c * (-1) ^ 2) = -1 := by
    have h : (-1 : ℝ) ^ 2 = 1 := by norm_num
    rw [h, mul_one, mul_neg_one, neg_div, div_self hs.ne']
  simp only [e1, e2, Real.arcsin_one, Real.arcsin_neg_one] at key
  rw [key, eq_div_iff (by positivity), ← sub_div, div_mul_eq_mul_div, div_eq_iff h0]
  linear_combination π * hs2
```

Multiplying by $2/\pi$ gives the closed form.

```lean
/-- For `c > -1` the worldline instanton factor equals `2 / (1 + √(1 + c))`. -/
theorem instantonFactor_eq {c : ℝ} (hc : -1 < c) :
    instantonFactor c = 2 / (1 + √(1 + c)) := by
  have hs : 0 < 1 + √(1 + c) := by positivity
  rw [instantonFactor, integral_eq hc]
  field_simp
```

For $c=\gamma^2>0$ we have $s>1$, so the factor is below one: the exponent $S$ is smaller than in a constant field of force $F$, and the exponential $e^{-S}$ that governs pair creation is larger.

```lean
/-- For `c = γ²` with `γ ≠ 0` the instanton factor is below one. -/
theorem instantonFactor_temporal_lt_one {γ : ℝ} (hγ : γ ≠ 0) : instantonFactor (γ ^ 2) < 1 := by
  have h : 0 < γ ^ 2 := by positivity
  have hs : 1 < √(1 + γ ^ 2) := (Real.lt_sqrt (by norm_num)).2 (by linarith)
  rw [instantonFactor_eq (by linarith), div_lt_one (by linarith)]
  linarith
```

For $c=-\gamma^2$ with $0<\gamma^2<1$ we have $s<1$, so the factor exceeds one and $e^{-S}$ is smaller than in that constant field.

```lean
/-- For `c = -γ²` with `γ ≠ 0` and `γ² < 1` the instanton factor is above one. -/
theorem one_lt_instantonFactor_spatial {γ : ℝ} (hγ : γ ≠ 0) (h1 : γ ^ 2 < 1) :
    1 < instantonFactor (-γ ^ 2) := by
  have h : 0 < γ ^ 2 := by positivity
  have hs : √(1 + -γ ^ 2) < 1 := (Real.sqrt_lt' (by norm_num)).2 (by linarith)
  rw [instantonFactor_eq (by linarith), lt_div_iff₀ (by positivity)]
  linarith
```

## From the pulse to the factor

Suppose $V'=F(1+c(V/m)^2)$ and $V$ rises from $-m$ to $m$. With $y=V/m$,
$$dy=\frac Fm(1+cy^2)\,dx,\qquad \sqrt{m^2-V^2}\,dx=\frac{m^2}{F}\,\frac{\sqrt{1-y^2}}{1+cy^2}\,dy .$$
Doubling the integral gives $\pi m^2/F$ times the factor. The hypothesis `hpos` keeps the slope positive; at $x=L$ it says $c>-1$.

```lean
/-- Let the potential `V` rise from `-m` to `m` on `[-L, L]` with positive slope
`F (1 + c (V/m)²)`, where `m, F, L > 0`. Then the instanton action is `π m²/F` times the
instanton factor at `c`. -/
theorem instantonAction_eq {m F c L : ℝ} {V : ℝ → ℝ} (hm : 0 < m) (hF : 0 < F) (hL : 0 < L)
    (hV : ∀ x ∈ Icc (-L) L, HasDerivAt V (F * (1 + c * (V x / m) ^ 2)) x)
    (hpos : ∀ x ∈ Icc (-L) L, 0 < 1 + c * (V x / m) ^ 2)
    (h1 : V (-L) = -m) (h2 : V L = m) :
    instantonAction m V L = π * m ^ 2 / F * instantonFactor c := by
  have hu : uIcc (-L) L = Icc (-L) L := uIcc_of_le (by linarith)
  have hc : ContinuousOn (fun x => V x / m) (Icc (-L) L) := fun x hx =>
    ((hV x hx).div_const m).continuousAt.continuousWithinAt
  -- substitute y = V / m
  have key := intervalIntegral.integral_comp_mul_deriv' (a := -L) (b := L)
    (f := fun x => V x / m) (f' := fun x => F * (1 + c * (V x / m) ^ 2) / m)
    (g := fun u : ℝ => √(1 - u ^ 2) / (1 + c * u ^ 2))
    (by rw [hu]; exact fun x hx => (hV x hx).div_const m)
    (by
      rw [hu]
      exact (continuousOn_const.mul (continuousOn_const.add
        (continuousOn_const.mul (hc.pow 2)))).div_const m)
    (by
      rw [hu]
      refine ContinuousOn.div (by fun_prop) (by fun_prop) ?_
      rintro _ ⟨x, hx, rfl⟩
      exact (hpos x hx).ne')
  simp only [h1, h2, neg_div, div_self hm.ne', Function.comp_apply] at key
  have hint : ∫ x in (-L)..L, √(m ^ 2 - V x ^ 2)
      = m ^ 2 / F * ∫ y in (-1 : ℝ)..1, √(1 - y ^ 2) / (1 + c * y ^ 2) := by
    rw [← key, ← intervalIntegral.integral_const_mul]
    apply intervalIntegral.integral_congr
    intro x hx
    rw [hu] at hx
    have hD := (hpos x hx).ne'
    have hsq : m ^ 2 - V x ^ 2 = m ^ 2 * (1 - (V x / m) ^ 2) := by
      field_simp
    have hroot : √(m ^ 2 - V x ^ 2) = m * √(1 - (V x / m) ^ 2) := by
      rw [hsq, Real.sqrt_mul (sq_nonneg m), Real.sqrt_sq hm.le]
    simp only [hroot]
    generalize √(1 - (V x / m) ^ 2) = r
    generalize 1 + c * (V x / m) ^ 2 = D at hD ⊢
    field_simp
  rw [instantonAction, instantonFactor, hint]
  have hpi := Real.pi_pos
  generalize (∫ y in (-1 : ℝ)..1, √(1 - y ^ 2) / (1 + c * y ^ 2)) = I
  field_simp
```

For the spatial pulse, $(mk/F)(V/m)=\tanh(kx)$, and $1-\tanh^2(kx)=1/\cosh^2(kx)$ matches $V'/F$. This is the required slope with $c=-(mk/F)^2$. The turning-point hypothesis `hturn` reads $\tanh(kL)=mk/F$. It forces $mk/F<1$: the pulse must be wide enough to supply the energy $2m$.

```lean
/-- A spatial pulse with force `F / cosh²(k x)` and turning point `L`, where `m, F, k, L > 0`, has
instanton action `π m²/F` times the instanton factor at `c = -(m k/F)²`. -/
theorem spatial_pulse_action {m F k L : ℝ} (hm : 0 < m) (hF : 0 < F) (hk : 0 < k) (hL : 0 < L)
    (hturn : spatialPotential F k L = m) :
    instantonAction m (spatialPotential F k) L
      = π * m ^ 2 / F * instantonFactor (-(m * k / F) ^ 2) := by
  have hfield : ∀ x, 1 + -(m * k / F) ^ 2 * (spatialPotential F k x / m) ^ 2
      = 1 / Real.cosh (k * x) ^ 2 := by
    intro x
    have hch := Real.cosh_pos (k * x)
    have h : (m * k / F) ^ 2 * (spatialPotential F k x / m) ^ 2 = Real.tanh (k * x) ^ 2 := by
      rw [spatialPotential]
      field_simp
    rw [neg_mul, h, Real.tanh_eq_sinh_div_cosh, div_pow, eq_div_iff (by positivity), add_mul,
      neg_mul, div_mul_cancel₀ _ (by positivity)]
    linarith [Real.cosh_sq (k * x)]
  refine instantonAction_eq hm hF hL (fun x _ => ?_) (fun x _ => ?_) ?_ hturn
  · -- the slope of the potential is the sech² pulse
    have hch := Real.cosh_pos (k * x)
    have hkx : HasDerivAt (fun z : ℝ => k * z) k x := by
      simpa using (hasDerivAt_id' x).const_mul k
    have hfun : spatialPotential F k
        = fun z => F / k * (Real.sinh (k * z) / Real.cosh (k * z)) := by
      funext z
      rw [spatialPotential, Real.tanh_eq_sinh_div_cosh]
    rw [hfield x, hfun]
    refine ((hkx.sinh.fun_div hkx.cosh hch.ne').const_mul (F / k)).congr_deriv ?_
    have h : Real.cosh (k * x) * k * Real.cosh (k * x)
        - Real.sinh (k * x) * (Real.sinh (k * x) * k) = k := by
      linear_combination k * Real.cosh_sq (k * x)
    rw [h]
    field_simp
  · rw [hfield x]
    have hch := Real.cosh_pos (k * x)
    positivity
  · rw [← hturn]
    simp [spatialPotential]
```

For the temporal pulse, $1+\tan^2(\omega\tau)=1/\cos^2(\omega\tau)$ gives $c=(m\omega/F)^2$ in the same way. The hypothesis `hbranch`, $\omega T<\pi/2$, keeps the path on the central branch of the tangent.

Some condition selecting the branch is needed. Take $m=F=\omega=1$ and $T=5\pi/4$, so that $\tan T=1$ still holds. Lean's real square root is zero on negative numbers, so the integral collects three equal allowed intervals and yields three times the stated action.

```lean
/-- A temporal pulse, with force `F / cos²(ω τ)` in imaginary time and turning point `T` obeying
`ω T < π/2`, where `m, F, ω, T > 0`, has instanton action `π m²/F` times the instanton factor at
`c = (m ω/F)²`. -/
theorem temporal_pulse_action {m F ω T : ℝ} (hm : 0 < m) (hF : 0 < F) (hω : 0 < ω) (hT : 0 < T)
    (hbranch : ω * T < π / 2) (hturn : temporalPotential F ω T = m) :
    instantonAction m (temporalPotential F ω) T
      = π * m ^ 2 / F * instantonFactor ((m * ω / F) ^ 2) := by
  refine instantonAction_eq hm hF hT (fun x hx => ?_) (fun x _ => by positivity) ?_ hturn
  · have hlo := mul_le_mul_of_nonneg_left hx.1 hω.le
    have hhi := mul_le_mul_of_nonneg_left hx.2 hω.le
    have hcos : 0 < Real.cos (ω * x) :=
      Real.cos_pos_of_mem_Ioo ⟨by linarith, by linarith⟩
    have hωx : HasDerivAt (fun z : ℝ => ω * z) ω x := by
      simpa using (hasDerivAt_id' x).const_mul ω
    have h : (m * ω / F) ^ 2 * (temporalPotential F ω x / m) ^ 2 = Real.tan (ω * x) ^ 2 := by
      rw [temporalPotential]
      field_simp
    have hsec : 1 + Real.tan (ω * x) ^ 2 = 1 / Real.cos (ω * x) ^ 2 := by
      rw [Real.tan_eq_sin_div_cos, div_pow, eq_div_iff (by positivity), add_mul,
        div_mul_cancel₀ _ (by positivity)]
      linarith [Real.sin_sq_add_cos_sq (ω * x)]
    rw [h, hsec]
    refine (((Real.hasDerivAt_tan hcos.ne').comp x hωx).const_mul (F / ω)).congr_deriv ?_
    field_simp
  · rw [← hturn]
    simp [temporalPotential]

end

end WorldlineInstanton
```

These theorems evaluate the action. That the pair-creation probability behaves as $e^{-S}$ is the semiclassical step they leave to physics, here for a single pulse varying in one coordinate, with zero transverse momentum and no prefactor. The symmetric turning points also mean that the conserved energy is zero for the spatial pulse, and that the charge is at rest at the peak of the temporal pulse.

```lean
#print axioms WorldlineInstanton.instantonFactor_eq
#print axioms WorldlineInstanton.instantonFactor_temporal_lt_one
#print axioms WorldlineInstanton.spatial_pulse_action
#print axioms WorldlineInstanton.temporal_pulse_action
```

```
'WorldlineInstanton.instantonFactor_eq' depends on axioms: [propext, Classical.choice, Quot.sound]
'WorldlineInstanton.instantonFactor_temporal_lt_one' depends on axioms: [propext, Classical.choice, Quot.sound]
'WorldlineInstanton.spatial_pulse_action' depends on axioms: [propext, Classical.choice, Quot.sound]
'WorldlineInstanton.temporal_pulse_action' depends on axioms: [propext, Classical.choice, Quot.sound]
```
